# Even trace moments of the response matrix [[A, B], [−B, −A]] are twice the trace moments of (A − B)(A + B)

The matrix [[A, B], [−B, −A]] acts on excitation and de-excitation amplitudes (X, Y), and `trace_pow_even` states that the trace of its 2k-th power is twice the trace of ((A − B)(A + B))^k, for every natural number k. Here A and B are any square matrices of the same finite size over a field of characteristic zero; no symmetry, Hermiticity or stability condition is assumed. The proof passes to the sums and differences of the amplitudes, where even powers are block diagonal with the k-th powers of (A − B)(A + B) and (A + B)(A − B) as blocks. It then means to split the trace into the traces of these two blocks and to show that they are equal.

In Lean, a first try:

```lean
import Mathlib

open Matrix

namespace TracePowEven

variable {n K : Type*} [Fintype n] [DecidableEq n] [Field K]

/-- The response matrix `[[A, B], [-B, -A]]` acting on excitation and de-excitation
amplitudes `(X, Y)`. -/
def responseMatrix (A B : Matrix n n K) : Matrix (n ⊕ n) (n ⊕ n) K :=
  fromBlocks A B (-B) (-A)

/-- The matrix `[[0, A - B], [A + B, 0]]`, which couples the sums `X + Y` of the amplitudes
to their differences `X - Y`. -/
def sumDiffMatrix (A B : Matrix n n K) : Matrix (n ⊕ n) (n ⊕ n) K :=
  fromBlocks 0 (A - B) (A + B) 0

/-- The change of variables `(X, Y) ↦ (X + Y, X - Y)`. -/
def mixing : Matrix (n ⊕ n) (n ⊕ n) K :=
  fromBlocks 1 1 1 (-1)

/-- Passing to sums and differences of the amplitudes turns the response matrix into the
block off-diagonal matrix built from `A - B` and `A + B`. -/
theorem mixing_intertwines (A B : Matrix n n K) :
    (mixing : Matrix (n ⊕ n) (n ⊕ n) K) * responseMatrix A B
      = sumDiffMatrix A B * mixing := by
  unfold mixing responseMatrix sumDiffMatrix
  rw [fromBlocks_multiply, fromBlocks_multiply]
  refine fromBlocks_inj.mpr ⟨?_, ?_, ?_, ?_⟩ <;> noncomm_ring

/-- In characteristic zero, the response matrix and its sum-difference form have the same
trace moments. -/
theorem trace_pow_eq_sumDiff [CharZero K] (A B : Matrix n n K) (k : ℕ) :
    trace (responseMatrix A B ^ k) = trace (sumDiffMatrix A B ^ k) := by
  have hs : SemiconjBy (mixing : Matrix (n ⊕ n) (n ⊕ n) K)
      (responseMatrix A B) (sumDiffMatrix A B) := mixing_intertwines A B
  have h := (hs.pow_right k).eq
  -- the mixing matrix is its own inverse up to a factor two
  have hU : (mixing : Matrix (n ⊕ n) (n ⊕ n) K) * mixing = (2 : K) • 1 := by
    unfold mixing
    rw [fromBlocks_multiply, ← fromBlocks_one, fromBlocks_smul]
    refine fromBlocks_inj.mpr ⟨?_, ?_, ?_, ?_⟩ <;> simp [two_smul]
  apply mul_left_cancel₀ (two_ne_zero (α := K))
  calc 2 * trace (responseMatrix A B ^ k)
      = trace (mixing * mixing * responseMatrix A B ^ k) := by
        rw [hU, Matrix.smul_mul, one_mul, trace_smul, smul_eq_mul]
    _ = trace (sumDiffMatrix A B ^ k * (mixing * mixing)) := by
        rw [mul_assoc, h, trace_mul_comm, mul_assoc]
    _ = 2 * trace (sumDiffMatrix A B ^ k) := by
        rw [hU, Matrix.mul_smul, mul_one, trace_smul, smul_eq_mul]

/-- Even powers of the sum-difference matrix are block diagonal, with the powers of
`(A - B)(A + B)` and `(A + B)(A - B)` as blocks. -/
theorem sumDiff_pow_even (A B : Matrix n n K) (k : ℕ) :
    sumDiffMatrix A B ^ (2 * k)
      = fromBlocks (((A - B) * (A + B)) ^ k) 0 0 (((A + B) * (A - B)) ^ k) := by
  have h2 : sumDiffMatrix A B ^ 2
      = fromBlocks ((A - B) * (A + B)) 0 0 ((A + B) * (A - B)) := by
    rw [pow_two, sumDiffMatrix, fromBlocks_multiply]
    simp only [zero_mul, mul_zero, zero_add, add_zero]
  rw [pow_mul, h2]
  induction k with
  | zero => simp
  | succ k ih =>
    rw [pow_succ, ih, fromBlocks_multiply]
    simp only [zero_mul, mul_zero, zero_add, add_zero, pow_succ]

/-- The products `CD` and `DC` of two square matrices have the same trace moments. -/
theorem trace_pow_mul_comm (C D : Matrix n n K) (k : ℕ) :
    trace ((C * D) ^ k) = trace ((D * C) ^ k) := by
  cases k with
  | zero => simp
  | succ k =>
    have hs : SemiconjBy D (C * D) (D * C) := (mul_assoc D C D).symm
    have h := (hs.pow_right k).eq
    rw [pow_succ', mul_assoc, h, trace_mul_comm, mul_assoc, ← pow_succ]

/-- In characteristic zero, every even trace moment of the response matrix is twice a trace
moment of the half-size matrix `(A - B)(A + B)`. -/
theorem trace_pow_even [CharZero K] (A B : Matrix n n K) (k : ℕ) :
    trace (responseMatrix A B ^ (2 * k)) = 2 * trace (((A - B) * (A + B)) ^ k) := by
  rw [trace_pow_eq_sumDiff, sumDiff_pow_even, trace_fromBlocks,
    trace_pow_mul_comm (A + B) (A - B), two_mul]

end TracePowEven
```

Lean reports:

```
Main.lean:83:46: error(lean.unknownIdentifier): Unknown identifier `trace_fromBlocks`
Main.lean:82:82: error: unsolved goals
n : Type u_1
K : Type u_2
inst✝³ : Fintype n
inst✝² : DecidableEq n
inst✝¹ : Field K
inst✝ : CharZero K
A B : Matrix n n K
k : ℕ
⊢ (fromBlocks (((A - B) * (A + B)) ^ k) 0 0 (((A + B) * (A - B)) ^ k)).trace = 2 * (((A - B) * (A + B)) ^ k).trace
```

Diagnosis. The first message says that the name `trace_fromBlocks` refers to nothing Lean can find here, even with the `Matrix` namespace open. The second shows where the `rw` stopped: the first two rewrites have succeeded, and the left side is the trace of a block-diagonal matrix. The step that should split this trace into two has no lemma behind it, so the goal stays open.

The repair proves the missing fact on the spot as `ht`: for any `P` and `Q`, the trace of `fromBlocks P 0 0 Q` is `trace P + trace Q`. Its proof unfolds `trace` into a sum over the diagonal and uses `Fintype.sum_sum_type` to split the sum over `n ⊕ n` into one sum for each block. With `ht` in place of the unknown name, the rest of the `rw` works unchanged: `trace_pow_mul_comm` makes the second trace equal to the first, and `two_mul` writes the right side as the same sum.

The mended proof, as a diff:

```diff
@@ -81,5 +81,8 @@
 theorem trace_pow_even [CharZero K] (A B : Matrix n n K) (k : ℕ) :
     trace (responseMatrix A B ^ (2 * k)) = 2 * trace (((A - B) * (A + B)) ^ k) := by
-  rw [trace_pow_eq_sumDiff, sumDiff_pow_even, trace_fromBlocks,
+  have ht : ∀ P Q : Matrix n n K, trace (fromBlocks P 0 0 Q) = trace P + trace Q := by
+    intro P Q
+    simp [trace, Fintype.sum_sum_type]
+  rw [trace_pow_eq_sumDiff, sumDiff_pow_even, ht,
     trace_pow_mul_comm (A + B) (A - B), two_mul]
 
```
